# Eigenspaces of the ring adjacency matrix for $N \ge 3$: dimension 1 if $N \mid 2k$, dimension 2 otherwise

Let $A$ be the adjacency matrix of a ring of $N \ge 3$ sites and $k$ any integer. The complex eigenspace of $A$ at $\lambda_k = 2\cos(2\pi k/N)$ has dimension 1 if $N$ divides $2k$ and dimension 2 otherwise. For a natural number $m$ with $2m < N$, two electrons per dimension of the eigenspaces $k = 0, \dots, m$ add up to $4m+2$. In the non-interacting Hückel model of a ring of identical sites and equal bonds, $H = \alpha I + \beta A$ with on-site energy $\alpha$ and hopping integral $\beta < 0$, the number $\lambda_k$ gives the orbital energy $\alpha + \beta\lambda_k$ and the dimension is its degeneracy.

In Lean 4 with Mathlib:

```lean
import Mathlib

open Matrix

namespace HueckelRing

noncomputable section
```

## Ring, levels and Bloch waves

Sites are the residues modulo $N$, `ZMod N`, so site $N-1$ is followed by site $0$. The entry $A_{ij}$ is 1 if $j = i \pm 1$ and 0 otherwise. The parameters $\alpha$ and $\beta$ do not enter the code, which speaks of $A$ alone.

```lean
/-- Adjacency matrix of the ring of `N` sites: entry 1 between a site and its two cyclic
neighbours, 0 otherwise. -/
def ringAdj (N : ℕ) : Matrix (ZMod N) (ZMod N) ℂ :=
  Matrix.of fun i j => if j = i + 1 ∨ j = i - 1 then 1 else 0
```

The level $\lambda_k$ is a real number labelled by an integer, and $\lambda_{-k} = \lambda_k = \lambda_{k+N}$.

```lean
/-- The level `2 cos (2πk/N)`. -/
def level (N : ℕ) (k : ℤ) : ℝ := 2 * Real.cos (2 * Real.pi * k / N)
```

An orbital is an amplitude $v_i \in \mathbb{C}$ on each site $i$. `shell N k` is the subspace of all $v$ with $Av = \lambda_k v$; `Matrix.toLin'` turns the matrix into a linear map. The subspace is defined without reference to any explicit eigenvector.

```lean
/-- The complex eigenspace of the ring adjacency matrix at `2 cos (2πk/N)`. -/
def shell (N : ℕ) [NeZero N] (k : ℤ) : Submodule ℂ (ZMod N → ℂ) :=
  Module.End.eigenspace (Matrix.toLin' (ringAdj N)) (level N k : ℂ)
```

With $\mathrm{i}$ the imaginary unit, put $z = e^{2\pi \mathrm{i} k/N}$ and $y = e^{-2\pi \mathrm{i} k/N}$. These are `phase N k` and `phase N (-k)`.

```lean
/-- The Bloch phase per bond, `exp (2πik/N)`. -/
def phase (N : ℕ) (k : ℤ) : ℂ := Complex.exp (2 * Real.pi * Complex.I * k / N)
```

The Bloch wave is $\phi^{(k)}_j = z^{\,j}$, where the exponent `j.val` is the representative of $j$ in $0, \dots, N-1$. It is unnormalised; the unit vector is $\phi^{(k)}/\sqrt{N}$.

```lean
/-- The Bloch wave with amplitude `exp (2πik/N) ^ j` on site `j`. -/
def bloch (N : ℕ) (k : ℤ) : ZMod N → ℂ := fun j => phase N k ^ j.val
```

## The secular equation

Row $i$ of $A$ has ones at $i+1$ and $i-1$. These are different sites, because $i+1 = i-1$ would mean $N \mid 2$, which $N \ge 3$ excludes (`h2`). Hence $A_{ij} = \delta_{j,i+1} + \delta_{j,i-1}$ with Kronecker deltas (`hs`), and summing against $v_j$ gives
$$(Av)_i = v_{i+1} + v_{i-1}.$$

```lean
variable {N : ℕ} [NeZero N]

/-- For at least three sites the adjacency matrix adds the amplitudes on the two neighbours. -/
theorem adj_mulVec (hN : 3 ≤ N) (v : ZMod N → ℂ) (i : ZMod N) :
    (ringAdj N *ᵥ v) i = v (i + 1) + v (i - 1) := by
  -- the two neighbours are different sites
  have h2 : i + 1 ≠ i - 1 := by
    intro h
    have h0 : ((2 : ℕ) : ZMod N) = 0 := by push_cast; linear_combination h
    have := Nat.le_of_dvd (by norm_num) ((CharP.cast_eq_zero_iff (ZMod N) N 2).mp h0)
    omega
  have hs : ∀ j, ringAdj N i j
      = (if j = i + 1 then 1 else 0) + (if j = i - 1 then 1 else 0) := by
    intro j
    unfold ringAdj
    rw [Matrix.of_apply]
    by_cases h1 : j = i + 1
    · have h3 : ¬ j = i - 1 := fun h => h2 (h1.symm.trans h)
      rw [if_pos (Or.inl h1), if_pos h1, if_neg h3, add_zero]
    · by_cases h3 : j = i - 1
      · rw [if_pos (Or.inr h3), if_neg h1, if_pos h3, zero_add]
      · rw [if_neg (not_or.mpr ⟨h1, h3⟩), if_neg h1, if_neg h3, add_zero]
  simp [Matrix.mulVec, dotProduct, hs, add_mul, Finset.sum_add_distrib, ite_mul]
```

The eigenvalue condition, site by site, is therefore $v_{i+1} + v_{i-1} = \lambda_k v_i$ for all $i$.

```lean
/-- Membership in the eigenspace is the three-term secular equation on every site. -/
theorem mem_shell_iff (hN : 3 ≤ N) (k : ℤ) (v : ZMod N → ℂ) :
    v ∈ shell N k ↔ ∀ i, v (i + 1) + v (i - 1) = (level N k : ℂ) * v i := by
  rw [shell, Module.End.mem_eigenspace_iff, Matrix.toLin'_apply, funext_iff]
  simp only [adj_mulVec hN, Pi.smul_apply, smul_eq_mul]
```

## The two phases

The exponents of $z$ and $y$ cancel, so $zy = 1$, and $e^{\mathrm{i}\theta} + e^{-\mathrm{i}\theta} = 2\cos\theta$ at $\theta = 2\pi k/N$ gives $z + y = \lambda_k$. Thus $z$ and $y$ are the roots of $x^2 - \lambda_k x + 1 = 0$. In this lemma the ring size is called `M`.

```lean
/-- The phases of `k` and `-k` for ring size `M` multiply to 1 and add up to `2 cos (2πk/M)`. -/
theorem phase_pair (M : ℕ) (k : ℤ) :
    phase M k * phase M (-k) = 1 ∧ phase M k + phase M (-k) = (level M k : ℂ) := by
  constructor
  · unfold phase
    rw [← Complex.exp_add]
    refine Eq.trans ?_ Complex.exp_zero
    congr 1
    push_cast
    ring
  · unfold phase level
    push_cast
    rw [Complex.two_cos]
    congr 2 <;> ring
```

The roots coincide exactly when the exponents differ by $2\pi\mathrm{i}n$ for an integer $n$:
$$\frac{2\pi \mathrm{i} k}{N} = -\frac{2\pi \mathrm{i} k}{N} + 2\pi \mathrm{i} n \iff 2k = Nn.$$
This happens for $k \equiv 0 \pmod N$, where $\lambda_k = 2$, and for even $N$ also at $k \equiv N/2$, where $\lambda_k = -2$.

```lean
/-- The phases of `k` and `-k` coincide exactly when `N` divides `2k`. -/
theorem phase_eq_iff (k : ℤ) : phase N k = phase N (-k) ↔ (N : ℤ) ∣ 2 * k := by
  have hN : (N : ℂ) * (N : ℂ)⁻¹ = 1 := mul_inv_cancel₀ (Nat.cast_ne_zero.mpr (NeZero.ne N))
  unfold phase
  rw [Complex.exp_eq_exp_iff_exists_int]
  push_cast
  constructor
  · rintro ⟨n, h⟩
    refine ⟨n, ?_⟩
    have h1 : (2 * (k : ℂ)) = N * n := by
      apply mul_left_cancel₀ Complex.two_pi_I_ne_zero
      linear_combination (N : ℂ) * h - (2 * (2 * Real.pi * Complex.I) * k) * hN
    exact_mod_cast h1
  · rintro ⟨n, h⟩
    have h1 : (2 * (k : ℂ)) = N * n := by exact_mod_cast h
    refine ⟨n, ?_⟩
    linear_combination (2 * Real.pi * Complex.I * (N : ℂ)⁻¹) * h1
      + (n * (2 * Real.pi * Complex.I)) * hN
```

## One step around the ring

Since $z^N = e^{2\pi\mathrm{i}k} = 1$ (`hp`), an exponent matters only modulo $N$. The representative of $j+1$ is that of $j$ plus one, reduced modulo $N$ (`hv`). So $\phi^{(k)}_{j+1} = z\,\phi^{(k)}_j$ on every bond, including the one from $N-1$ to $0$.

```lean
/-- A Bloch wave gains the factor `exp (2πik/N)` at every step around the ring. -/
theorem bloch_succ (k : ℤ) (j : ZMod N) : bloch N k (j + 1) = phase N k * bloch N k j := by
  have hN : (N : ℂ) * (N : ℂ)⁻¹ = 1 := mul_inv_cancel₀ (Nat.cast_ne_zero.mpr (NeZero.ne N))
  -- the phase is an N-th root of unity, so the wave closes on itself
  have hp : phase N k ^ N = 1 := by
    rw [phase, ← Complex.exp_nat_mul]
    refine Eq.trans ?_ (Complex.exp_int_mul_two_pi_mul_I k)
    congr 1
    linear_combination (k * (2 * Real.pi * Complex.I)) * hN
  have e : j + 1 = ((j.val + 1 : ℕ) : ZMod N) := by
    rw [Nat.cast_add, Nat.cast_one, ZMod.natCast_zmod_val]
  have hv : (j + 1).val = (j.val + 1) % N := by rw [e, ZMod.val_natCast]
  unfold bloch
  rw [hv, ← pow_eq_pow_mod _ hp]
  ring
```

Conversely, if an amplitude $u$ obeys $u_{i+1} = z u_i$ for all $i$, induction on the number of steps $n$ gives $u_n = u_0 z^n$, that is $u = u_0\,\phi^{(k)}$.

```lean
/-- An amplitude that gains the factor `exp (2πik/N)` at every step is a multiple of the
Bloch wave `k`. -/
theorem eq_bloch (k : ℤ) (u : ZMod N → ℂ) (hu : ∀ i, u (i + 1) = phase N k * u i)
    (i : ZMod N) : u i = u 0 * bloch N k i := by
  have h : ∀ n : ℕ, u n = u 0 * phase N k ^ n := by
    intro n
    induction n with
    | zero => simp
    | succ n ih => rw [Nat.cast_succ, hu, ih]; ring
  have := h i.val
  unfold bloch
  rwa [ZMod.natCast_zmod_val] at this
```

## Each eigenspace is spanned by the waves $k$ and $-k$

Let $v$ be in the eigenspace. The secular equation at site $i+1$ reads $v_{i+2} + v_i = (z+y)v_{i+1}$ (`hv'`). Using $zy = 1$ it rearranges in two ways (`s1`, `s2`):
$$v_{i+2} - y v_{i+1} = z\,(v_{i+1} - y v_i), \qquad v_{i+2} - z v_{i+1} = y\,(v_{i+1} - z v_i).$$
Each bracket gains a fixed phase per step, so `eq_bloch` supplies constants $a, b$ (`ha`, `hb`) with
$$v_{i+1} - y v_i = a\,\phi^{(k)}_i, \qquad v_{i+1} - z v_i = b\,\phi^{(-k)}_i.$$

If $z = y$, then $z^2 = 1$ and $(\phi^{(k)}_i)^2 = 1$ (`hzz`, `hsq`). Multiplying the first relation by $\phi^{(k)}_{i+1} = z\phi^{(k)}_i$ gives (`ht`)
$$\phi^{(k)}_{i+1} v_{i+1} = \phi^{(k)}_i v_i + az.$$
Sum over all sites. The shift $i \mapsto i+1$ permutes the ring (`Equiv.addRight 1`), so the two sums are equal and $Naz = 0$, hence $a = 0$ (`ha0`). A nonzero $a$ would describe the linearly growing solution of a recurrence with a double root, which cannot close on itself. Then $v_{i+1} = z v_i$ and $v = v_0\,\phi^{(k)}$.

If $z \ne y$, subtract the two relations: $(z-y)v_i = a\phi^{(k)}_i - b\phi^{(-k)}_i$. With $D = (z-y)^{-1}$, $v = Da\,\phi^{(k)} - Db\,\phi^{(-k)}$.

For the reverse inclusion, $\phi^{(k)}_{i+1} = z\phi^{(k)}_i$ and $\phi^{(k)}_{i-1} = y\phi^{(k)}_i$ add to $\lambda_k \phi^{(k)}_i$, and the same holds for $\phi^{(-k)}$ with $z$ and $y$ exchanged.

```lean
/-- The eigenspace at `2 cos (2πk/N)` is spanned by the Bloch waves `k` and `-k`. -/
theorem shell_eq_span (hN : 3 ≤ N) (k : ℤ) :
    shell N k = Submodule.span ℂ {bloch N k, bloch N (-k)} := by
  obtain ⟨hzy, hsum⟩ := phase_pair N k
  apply le_antisymm
  · intro v hv
    rw [mem_shell_iff hN] at hv
    have hv' : ∀ i, v (i + 1 + 1) + v i = (phase N k + phase N (-k)) * v (i + 1) := by
      intro i
      have := hv (i + 1)
      rwa [add_sub_cancel_right, ← hsum] at this
    -- the second-order recurrence factorises into two first-order ones
    have s1 : ∀ i, v (i + 1 + 1) - phase N (-k) * v (i + 1)
        = phase N k * (v (i + 1) - phase N (-k) * v i) :=
      fun i => by linear_combination hv' i + v i * hzy
    have s2 : ∀ i, v (i + 1 + 1) - phase N k * v (i + 1)
        = phase N (-k) * (v (i + 1) - phase N k * v i) :=
      fun i => by linear_combination hv' i + v i * hzy
    obtain ⟨a, ha⟩ : ∃ a, ∀ i, v (i + 1) - phase N (-k) * v i = a * bloch N k i :=
      ⟨_, eq_bloch k (fun i => v (i + 1) - phase N (-k) * v i) s1⟩
    obtain ⟨b, hb⟩ : ∃ b, ∀ i, v (i + 1) - phase N k * v i = b * bloch N (-k) i :=
      ⟨_, eq_bloch (-k) (fun i => v (i + 1) - phase N k * v i) s2⟩
    rw [Submodule.mem_span_pair]
    by_cases hz : phase N k = phase N (-k)
    · -- double root: periodicity removes the linearly growing solution
      have hzz : phase N k * phase N k = 1 := by linear_combination hzy + phase N k * hz
      have hsq : ∀ i, bloch N k i * bloch N k i = 1 := by
        intro i
        unfold bloch
        rw [← mul_pow, hzz, one_pow]
      have ht : ∀ i, bloch N k (i + 1) * v (i + 1) = bloch N k i * v i + a * phase N k := by
        intro i
        rw [bloch_succ]
        linear_combination (phase N k * bloch N k i) * ha i + bloch N k i * v i * hzy
          + a * phase N k * hsq i
      have hs : ∑ i, bloch N k (i + 1) * v (i + 1) = ∑ i, bloch N k i * v i :=
        Fintype.sum_equiv (Equiv.addRight 1) _ _ (fun i => by simp)
      simp only [ht, Finset.sum_add_distrib, Finset.sum_const, Finset.card_univ, ZMod.card,
        nsmul_eq_mul] at hs
      have hNa : (N : ℂ) * a = 0 := by linear_combination phase N (-k) * hs - N * a * hzy
      have ha0 : a = 0 :=
        (mul_eq_zero.mp hNa).resolve_left (Nat.cast_ne_zero.mpr (NeZero.ne N))
      have h : ∀ i, v (i + 1) = phase N k * v i :=
        fun i => by linear_combination ha i - v i * hz + bloch N k i * ha0
      refine ⟨v 0, 0, funext fun i => ?_⟩
      simp only [Pi.add_apply, Pi.smul_apply, smul_eq_mul]
      linear_combination (-1 : ℂ) * eq_bloch k v h i
    · obtain ⟨D, hD⟩ : ∃ D, (phase N k - phase N (-k)) * D = 1 :=
        ⟨_, mul_inv_cancel₀ (sub_ne_zero.mpr hz)⟩
      refine ⟨D * a, -(D * b), funext fun i => ?_⟩
      simp only [Pi.add_apply, Pi.smul_apply, smul_eq_mul]
      linear_combination (-D) * (ha i - hb i) + v i * hD
  · rw [Submodule.span_le]
    rintro x (rfl | rfl)
    · refine (mem_shell_iff hN k _).mpr fun i => ?_
      have h := bloch_succ k (i - 1)
      rw [sub_add_cancel] at h
      linear_combination bloch_succ k i - phase N (-k) * h - bloch N k (i - 1) * hzy
        + bloch N k i * hsum
    · refine (mem_shell_iff hN k _).mpr fun i => ?_
      have h := bloch_succ (-k) (i - 1)
      rw [sub_add_cancel] at h
      linear_combination bloch_succ (-k) i - phase N k * h - bloch N (-k) (i - 1) * hzy
        + bloch N (-k) i * hsum
```

## Dimension of the eigenspace

If $N \mid 2k$, then $z = y$, the two waves are the same vector (`hb`), and it is nonzero because its amplitude on site 0 is 1; the span has dimension 1. Otherwise suppose $s\phi^{(k)} + t\phi^{(-k)} = 0$ with complex $s, t$. Sites 0 and 1 give $s + t = 0$ and $sz + ty = 0$, so $s(z-y) = 0$ and $s = t = 0$ (`hli`); the span has dimension 2. `Module.finrank ℂ` is the complex dimension, here the orbital degeneracy without spin.

```lean
/-- Degeneracy pattern of the ring: the eigenspace at `2 cos (2πk/N)` has dimension 1 if `N`
divides `2k` and dimension 2 otherwise. -/
theorem finrank_shell (hN : 3 ≤ N) (k : ℤ) :
    Module.finrank ℂ (shell N k) = if (N : ℤ) ∣ 2 * k then 1 else 2 := by
  have b0 : ∀ l : ℤ, bloch N l 0 = 1 := fun l => by simp [bloch]
  have b1 : ∀ l : ℤ, bloch N l (0 + 1) = phase N l := fun l => by rw [bloch_succ, b0, mul_one]
  rw [shell_eq_span hN]
  split_ifs with h
  · have hb : bloch N (-k) = bloch N k := by
      funext j
      unfold bloch
      rw [(phase_eq_iff k).mpr h]
    rw [hb, Set.pair_eq_singleton]
    apply finrank_span_singleton
    intro h0
    have := congrFun h0 0
    rw [b0] at this
    exact one_ne_zero this
  · have hz : phase N k - phase N (-k) ≠ 0 :=
      sub_ne_zero.mpr fun e => h ((phase_eq_iff k).mp e)
    -- sites 0 and 1 already separate the two waves
    have hli : LinearIndependent ℂ ![bloch N k, bloch N (-k)] := by
      rw [LinearIndependent.pair_iff]
      intro s t hst
      have h0 := congrFun hst 0
      have h1 := congrFun hst (0 + 1)
      simp only [Pi.add_apply, Pi.smul_apply, smul_eq_mul, Pi.zero_apply, b0, b1] at h0 h1
      have hs : s * (phase N k - phase N (-k)) = 0 := by
        linear_combination h1 - phase N (-k) * h0
      have hs0 : s = 0 := (mul_eq_zero.mp hs).resolve_right hz
      exact ⟨hs0, by linear_combination h0 - hs0⟩
    have hr : Set.range ![bloch N k, bloch N (-k)] = {bloch N k, bloch N (-k)} := by
      ext x
      constructor
      · rintro ⟨i, rfl⟩
        fin_cases i <;> simp
      · rintro (rfl | rfl)
        · exact ⟨0, rfl⟩
        · exact ⟨1, rfl⟩
    rw [← hr, finrank_span_eq_card hli, Fintype.card_fin]
```

## Order of the levels and the count $4m+2$

For a ring size $M$ and integers $0 \le j < k$ with $2k \le M$ (here $j$ labels a level, not a site), the angles satisfy $0 \le 2\pi j/M < 2\pi k/M \le \pi$. The cosine decreases strictly on $[0, \pi]$, so $\lambda_k < \lambda_j$; the three bullets of the proof verify these inequalities. With $\beta < 0$ the energy rises with $k$, and no eigenspace in this range is listed twice.

```lean
/-- The levels `2 cos (2πk/M)` decrease strictly in `k` for `0 ≤ k ≤ M/2`. -/
theorem level_strictAnti (M : ℕ) {j k : ℤ} (hj : 0 ≤ j) (hjk : j < k) (hk : 2 * k ≤ M) :
    level M k < level M j := by
  have h1 : (0 : ℝ) ≤ j := by exact_mod_cast hj
  have h2 : (j : ℝ) < k := by exact_mod_cast hjk
  have h3 : 2 * (k : ℝ) ≤ M := by exact_mod_cast hk
  have hM : (0 : ℝ) < M := by linarith
  have hp := Real.pi_pos
  have : Real.cos (2 * Real.pi * k / M) < Real.cos (2 * Real.pi * j / M) := by
    apply Real.cos_lt_cos_of_nonneg_of_le_pi
    · exact div_nonneg (mul_nonneg (by linarith) h1) hM.le
    · rw [div_le_iff₀ hM]
      nlinarith [mul_nonneg hp.le (sub_nonneg.mpr h3)]
    · apply div_lt_div_of_pos_right _ hM
      nlinarith [mul_pos hp (sub_pos.mpr h2)]
  unfold level
  linarith
```

The eigenspace $k = 0$ has dimension 1. For $0 < 2k < N$, $N$ cannot divide $2k$, so the dimension is 2. For $2m < N$ this gives $2(1 + 2m) = 4m+2$, proved by induction on $m$ with step 4. The factor 2 is the spin degeneracy, put into the statement as a number. Hückel's rule concerns the stability of rings with $4m+2$ $\pi$ electrons; `shell_count` is the orbital count for a uniform ring and involves no total energy, electron repulsion or bond alternation. Reading the count as the filling of the lowest orbitals also uses that the $\lambda_k$ exhaust the spectrum of $A$, which is not among the theorems here.

```lean
/-- For `2m < N`, two electrons per dimension of the eigenspaces `k = 0, …, m` make
`4m + 2` in total. -/
theorem shell_count (hN : 3 ≤ N) (m : ℕ) (hm : 2 * m < N) :
    2 * ∑ k ∈ Finset.range (m + 1), Module.finrank ℂ (shell N (k : ℤ)) = 4 * m + 2 := by
  induction m with
  | zero => simp [finrank_shell hN]
  | succ m ih =>
    have h2 : Module.finrank ℂ (shell N ((m + 1 : ℕ) : ℤ)) = 2 := by
      rw [finrank_shell hN, if_neg]
      intro hd
      have := Int.le_of_dvd (by omega) hd
      omega
    rw [Finset.sum_range_succ, h2, mul_add, ih (by omega)]
    ring

end

end HueckelRing
```

```lean
#print axioms HueckelRing.finrank_shell
-- 'HueckelRing.finrank_shell' depends on axioms: [propext, Classical.choice, Quot.sound]
#print axioms HueckelRing.level_strictAnti
-- 'HueckelRing.level_strictAnti' depends on axioms: [propext, Classical.choice, Quot.sound]
#print axioms HueckelRing.shell_count
-- 'HueckelRing.shell_count' depends on axioms: [propext, Classical.choice, Quot.sound]
```

## Rings of three and six sites

At $N = 3$, the smallest size allowed, $\lambda_0 = 2$ has dimension 1 and $\lambda_1 = -1$ has dimension 2, since $3 \nmid 2$. The count allows $m = 0$ and $m = 1$, giving 2 and 6. For $N = 2$ both neighbours are the same site, `ringAdj` carries a single 1 there, and its eigenvalues are $\pm 1$ while the levels are $\pm 2$.

At $N = 6$, the labels $k = 0, 1, 2, 3$ give levels $2, 1, -1, -2$ with dimensions $1, 2, 2, 1$. The cases $m = 0, 1, 2$ give 2, 6 and 10. The case $m = 3$ violates $2m < N$: the last eigenspace is one-dimensional and the total is 12, not 14. For $k = 1$ the sum $\phi^{(1)} + \phi^{(-1)}$ has amplitudes $2\cos(\pi j/3) = (2, 1, -1, -2, -1, 1)$. At site 0 the neighbours add to $1 + 1 = 2 = \lambda_1 v_0$, at site 1 to $-1 + 2 = 1 = \lambda_1 v_1$. Normalised, this vector is $(2, 1, -1, -2, -1, 1)/\sqrt{12}$, and the difference of the two waves is proportional to the unit vector $(0, 1, 1, 0, -1, -1)/2$.
